# Exponential decay of connected correlations for a transfer operator that is a rank-one projector plus a decoupled part of norm below one

Two observables are measured far apart on a long uniform chain. How fast does one measurement lose track of the other? Between them the chain acts through powers of a one-site transfer operator E, normalised to have leading eigenvalue 1. Write E = P + M, where P projects onto the part that survives at long distance and M is the rest, with

P² = P, PM = MP = 0.

X and Y are transfer operators with the observables inserted. The connected part is X Eⁿ Y − X P Y. For an infinite uniform matrix product state whose transfer operator splits this way with P of rank one and ‖M‖ < 1, the results below limit the range of correlations. The algebra in (a) to (d) holds for any P, but if P has higher rank, X P Y need not give the product of the two separate expectations, and correlations can persist at any distance.

In Lean 4 with Mathlib:

```lean
import Mathlib

open Matrix

namespace TransferMatrixDecay

noncomputable section
```

## (a) Powers of the transfer operator

Show that in any ring, for n ≥ 1,

(P + M)ⁿ = P + Mⁿ.

**Solution.** The case n = 1 is immediate. If the formula holds for n = k + 1, multiply by P + M:

(P + Mᵏ⁺¹)(P + M) = P² + PM + Mᵏ⁺¹P + Mᵏ⁺² = P + Mᵏ⁺²,

because Mᵏ⁺¹P = Mᵏ(MP) = 0. The code runs the same induction, with `h` removing the last cross term. At n = 0 the formula would read 1 = P + 1, which fails for P ≠ 0.

```lean
/-- If the transfer operator splits as `P + M` with `P` idempotent and `P M = M P = 0`,
then its `n`-th power is `P + M ^ n` for every `n ≥ 1`. -/
theorem transfer_pow {R : Type*} [Ring R] {P M : R} (hP : P * P = P)
    (hPM : P * M = 0) (hMP : M * P = 0) {n : ℕ} (hn : 0 < n) :
    (P + M) ^ n = P + M ^ n := by
  obtain ⟨k, rfl⟩ : ∃ k, n = k + 1 := ⟨n - 1, by omega⟩
  clear hn
  induction k with
  | zero => simp
  | succ k ih =>
    -- both cross terms vanish
    have h : M ^ (k + 1) * P = 0 := by rw [pow_succ, mul_assoc, hMP, mul_zero]
    rw [pow_succ, ih, add_mul, mul_add, mul_add, hP, hPM, h, add_zero, zero_add,
      ← pow_succ]
```

## (b) The connected part

Show that for n ≥ 1 only M contributes:

X (P + M)ⁿ Y − X P Y = X Mⁿ Y.

**Solution.** By (a), the first term is X P Y + X Mⁿ Y, and X P Y cancels. The code rewrites with `transfer_pow` and distributes.

```lean
/-- For `P` idempotent, `P M = M P = 0` and `n ≥ 1`, subtracting the `P` part from
`X (P + M) ^ n Y` leaves exactly `X M ^ n Y`. -/
theorem connected_eq {R : Type*} [Ring R] {P M : R} (hP : P * P = P)
    (hPM : P * M = 0) (hMP : M * P = 0) (X Y : R) {n : ℕ} (hn : 0 < n) :
    X * (P + M) ^ n * Y - X * P * Y = X * M ^ n * Y := by
  rw [transfer_pow hP hPM hMP hn, mul_add, add_mul, add_sub_cancel_left]
```

## (c) A bound in norm

In a normed ring, show that for n ≥ 1

‖X (P + M)ⁿ Y − X P Y‖ ≤ ‖X‖ ‖Y‖ ‖M‖ⁿ.

**Solution.** Apply submultiplicativity to (b):

‖X Mⁿ Y‖ ≤ ‖X‖ ‖Mⁿ‖ ‖Y‖ ≤ ‖X‖ ‖M‖ⁿ ‖Y‖.

The `calc` block takes these steps in order.

```lean
/-- In a normed ring, with `P` idempotent, `P M = M P = 0` and `n ≥ 1`, the connected part
of `X (P + M) ^ n Y` is bounded by `‖X‖ ‖Y‖ ‖M‖ ^ n`. -/
theorem connected_norm_le {R : Type*} [NormedRing R] {P M : R} (hP : P * P = P)
    (hPM : P * M = 0) (hMP : M * P = 0) (X Y : R) {n : ℕ} (hn : 0 < n) :
    ‖X * (P + M) ^ n * Y - X * P * Y‖ ≤ ‖X‖ * ‖Y‖ * ‖M‖ ^ n := by
  rw [connected_eq hP hPM hMP X Y hn]
  calc ‖X * M ^ n * Y‖ ≤ ‖X * M ^ n‖ * ‖Y‖ := norm_mul_le _ _
    _ ≤ (‖X‖ * ‖M ^ n‖) * ‖Y‖ :=
        mul_le_mul_of_nonneg_right (norm_mul_le _ _) (norm_nonneg _)
    _ ≤ (‖X‖ * ‖M‖ ^ n) * ‖Y‖ :=
        mul_le_mul_of_nonneg_right
          (mul_le_mul_of_nonneg_left (norm_pow_le' M hn) (norm_nonneg _)) (norm_nonneg _)
    _ = ‖X‖ * ‖Y‖ * ‖M‖ ^ n := by ring
```

## (d) The correlation length

For a decay factor q per site, define ξ = −1/log q, in lattice spacings.

```lean
/-- The correlation length `-1 / log q`, in lattice spacings, of a decay factor `q` per site
with `0 < q < 1`. -/
def correlationLength (q : ℝ) : ℝ := -1 / Real.log q
```

Let 0 < ‖M‖ < 1 and q = ‖M‖. Show that ξ > 0 and, for all n ≥ 1,

‖X (P + M)ⁿ Y − X P Y‖ ≤ ‖X‖ ‖Y‖ exp(−n/ξ).

**Solution.** Since log q < 0, ξ is positive. Also −n/ξ = n log q, so exp(−n/ξ) = qⁿ, and (c) finishes. In the code `hx` is this identity for the exponent. This ξ is an upper limit on the decay length: the true decay can be faster, for example when M is nilpotent. If M = 0, the connected part vanishes for every n ≥ 1 and no length is needed.

```lean
/-- For `P` idempotent, `P M = M P = 0` and `0 < ‖M‖ < 1`, the correlation length of `‖M‖` is
positive, and for all `n ≥ 1` the connected part is at most `‖X‖ ‖Y‖` times the exponential of `-n`
divided by that length. -/
theorem connected_exp_decay {R : Type*} [NormedRing R] {P M : R} (hP : P * P = P)
    (hPM : P * M = 0) (hMP : M * P = 0) (h0 : 0 < ‖M‖) (h1 : ‖M‖ < 1) (X Y : R) :
    0 < correlationLength ‖M‖ ∧ ∀ n : ℕ, 0 < n →
      ‖X * (P + M) ^ n * Y - X * P * Y‖
        ≤ ‖X‖ * ‖Y‖ * Real.exp (-(n : ℝ) / correlationLength ‖M‖) := by
  have hlog : Real.log ‖M‖ < 0 := Real.log_neg h0 h1
  refine ⟨div_pos_of_neg_of_neg (by norm_num) hlog, fun n hn => ?_⟩
  -- the exponential is the power of the norm in disguise
  have hx : -(n : ℝ) / correlationLength ‖M‖ = n * Real.log ‖M‖ := by
    have hne := hlog.ne
    unfold correlationLength
    field_simp
  rw [hx, Real.exp_nat_mul, Real.exp_log h0]
  exact connected_norm_le hP hPM hMP X Y hn
```

## (e) The infinite chain

Let E be a bounded operator on a complex normed space V, with a vector r and a bounded functional l representing the two half-infinite ends of the chain. Define P v = l(v) r.

```lean
section InfiniteChain

variable {V : Type*} [NormedAddCommGroup V] [NormedSpace ℂ V]

/-- The rank-one operator `v ↦ l(v) r` built from a functional `l` and a vector `r`. -/
def fixedProj (l : V →L[ℂ] ℂ) (r : V) : V →L[ℂ] V := l.smulRight r
```

Assume E r = r, l(E v) = l(v) for all v, and l(r) = 1: adding a site changes neither end, and the state is normalised. Show that for n ≥ 1

|l(X Eⁿ Y r) − l(X r) l(Y r)| ≤ ‖l‖ ‖r‖ ‖X‖ ‖Y‖ ‖E − P‖ⁿ.

**Solution.** From l(r) = 1, P² = P. The fixed-point equations give PE = EP = P, so M = E − P satisfies PM = MP = 0. Since l(X P Y r) = l(X r) l(Y r), the left side is |l(A r)| with A = X Eⁿ Y − X P Y. It is at most ‖l‖ ‖A‖ ‖r‖, and (c) bounds ‖A‖. In the code, `hP`, `hPM` and `hMP` are the relations, and `key` identifies the correlator.

The existence of l and r is assumed, and the bound decays only if ‖E − P‖ < 1. A spectral gap alone does not ensure this.

```lean
/-- Let the transfer operator `E` fix the vector `r` and the functional `l`, with `l(r) = 1`.
For `n ≥ 1` the connected two-point function of the insertions `X` and `Y` is bounded by a
constant times the `n`-th power of the norm of `E` minus its fixed-point projector. -/
theorem chain_correlation_le (E X Y : V →L[ℂ] V) (l : V →L[ℂ] ℂ) (r : V)
    (hr : E r = r) (hl : ∀ v, l (E v) = l v) (h1 : l r = 1) {n : ℕ} (hn : 0 < n) :
    ‖l (X ((E ^ n) (Y r))) - l (X r) * l (Y r)‖
      ≤ ‖l‖ * ‖r‖ * (‖X‖ * ‖Y‖ * ‖E - fixedProj l r‖ ^ n) := by
  -- the fixed-point equations give the algebraic relations
  have hP : fixedProj l r * fixedProj l r = fixedProj l r :=
    ContinuousLinearMap.ext fun v => by simp [fixedProj, h1]
  have hPM : fixedProj l r * (E - fixedProj l r) = 0 :=
    ContinuousLinearMap.ext fun v => by simp [fixedProj, h1, hl]
  have hMP : (E - fixedProj l r) * fixedProj l r = 0 :=
    ContinuousLinearMap.ext fun v => by simp [fixedProj, h1, hr]
  have b := connected_norm_le hP hPM hMP X Y hn
  rw [add_sub_cancel] at b
  -- the correlator is a matrix element of the connected part
  have key : l (X ((E ^ n) (Y r))) - l (X r) * l (Y r)
      = l ((X * E ^ n * Y - X * fixedProj l r * Y) r) := by
    simp [fixedProj, mul_comm]
  rw [key]
  calc ‖l ((X * E ^ n * Y - X * fixedProj l r * Y) r)‖
      ≤ ‖l‖ * ‖(X * E ^ n * Y - X * fixedProj l r * Y) r‖ := l.le_opNorm _
    _ ≤ ‖l‖ * (‖X * E ^ n * Y - X * fixedProj l r * Y‖ * ‖r‖) :=
        mul_le_mul_of_nonneg_left (ContinuousLinearMap.le_opNorm _ _) (norm_nonneg _)
    _ ≤ ‖l‖ * ((‖X‖ * ‖Y‖ * ‖E - fixedProj l r‖ ^ n) * ‖r‖) :=
        mul_le_mul_of_nonneg_left
          (mul_le_mul_of_nonneg_right b (norm_nonneg _)) (norm_nonneg _)
    _ = ‖l‖ * ‖r‖ * (‖X‖ * ‖Y‖ * ‖E - fixedProj l r‖ ^ n) := by ring

end InfiniteChain
```

## (f) Splitting the Ising transfer matrix

For the zero-field Ising chain, K = J/(k_B T), where two neighbouring spins s, s′ = ±1 have energy −J s s′. The matrix with diagonal entries e^K and off-diagonal entries e^(−K) is divided by its eigenvalue 2 cosh K. P and Q project onto (1, 1) and (1, −1), and Z is the spin.

```lean
/-- The zero-field Ising transfer matrix with reduced coupling `K`, divided by `2 cosh K`. -/
def isingE (K : ℝ) : Matrix (Fin 2) (Fin 2) ℝ :=
  (2 * Real.cosh K)⁻¹ • !![Real.exp K, Real.exp (-K); Real.exp (-K), Real.exp K]

/-- The projector onto the spin-symmetric vector `(1, 1)`. -/
def isingP : Matrix (Fin 2) (Fin 2) ℝ := !![1/2, 1/2; 1/2, 1/2]

/-- The projector onto the spin-antisymmetric vector `(1, -1)`. -/
def isingQ : Matrix (Fin 2) (Fin 2) ℝ := !![1/2, -1/2; -1/2, 1/2]

/-- The Ising spin as a diagonal matrix with entries `1` and `-1`. -/
def spinZ : Matrix (Fin 2) (Fin 2) ℝ := !![1, 0; 0, -1]
```

Show that P² = P, that M = tanh K · Q satisfies PM = MP = 0, and that

E = P + tanh K · Q.

**Solution.** From e^(±K) = cosh K ± sinh K, the entries of E are (1 ± tanh K)/2, as required (`a` and `b` in the code). Direct multiplication gives P² = P and PQ = QP = 0.

```lean
/-- The normalised Ising transfer matrix is `P + M` with `M = tanh K • Q`, where `P` is
idempotent and `P M = M P = 0`. -/
theorem ising_witness (K : ℝ) :
    isingE K = isingP + Real.tanh K • isingQ ∧ isingP * isingP = isingP ∧
      isingP * (Real.tanh K • isingQ) = 0 ∧ (Real.tanh K • isingQ) * isingP = 0 := by
  have hc : Real.cosh K ≠ 0 := (Real.cosh_pos K).ne'
  have h2 : 2 * Real.cosh K ≠ 0 := mul_ne_zero two_ne_zero hc
  have hs : Real.tanh K * Real.cosh K = Real.sinh K := by
    rw [Real.tanh_eq_sinh_div_cosh, div_mul_cancel₀ _ hc]
  -- the two distinct matrix entries
  have a : (2 * Real.cosh K)⁻¹ * Real.exp K = 1/2 + Real.tanh K * (1/2) := by
    rw [inv_mul_eq_iff_eq_mul₀ h2]
    linear_combination -Real.cosh_add_sinh K - hs
  have b : (2 * Real.cosh K)⁻¹ * Real.exp (-K) = 1/2 + Real.tanh K * (-1/2) := by
    rw [inv_mul_eq_iff_eq_mul₀ h2]
    linear_combination -Real.cosh_sub_sinh K + hs
  have hPQ : isingP * isingQ = 0 := by
    ext i j
    fin_cases i <;> fin_cases j <;>
      norm_num [isingP, isingQ, Matrix.mul_apply, Fin.sum_univ_two]
  have hQP : isingQ * isingP = 0 := by
    ext i j
    fin_cases i <;> fin_cases j <;>
      norm_num [isingP, isingQ, Matrix.mul_apply, Fin.sum_univ_two]
  refine ⟨?_, ?_, ?_, ?_⟩
  · ext i j
    fin_cases i <;> fin_cases j
    exacts [a, b, b, a]
  · ext i j
    fin_cases i <;> fin_cases j <;>
      norm_num [isingP, Matrix.mul_apply, Fin.sum_univ_two]
  · rw [Matrix.mul_smul, hPQ, smul_zero]
  · rw [Matrix.smul_mul, hQP, smul_zero]
```

## (g) The Ising spin correlation

With P representing the infinite remainder of the chain, show that for every n ≥ 0

tr(Z Eⁿ Z P) − (tr Z P)² = (tanh K)ⁿ.

**Solution.** Z turns (1, 1) into (1, −1), so E Z P = tanh K · Z P (`hE`). Induction gives Eⁿ Z P = (tanh K)ⁿ Z P (`hpow`). Finally tr(Z P) = 0 and tr(Z Z P) = tr P = 1. The trace formula is the starting point here; the limit from finite rings is not taken.

At K = 0 the correlation is 1 for n = 0 and zero for all n ≥ 1. For tanh K = 1/2, E has entries 3/4 and 1/4, and E² has entries 5/8 and 3/8. The correlation at n = 2 is 5/8 − 3/8 = 1/4 = (1/2)², and ξ = 1/log 2 ≈ 1.44 spacings.

```lean
/-- With `isingP` standing for the infinite remainder of the zero-field Ising chain, the trace
formula for the connected correlation of two spins `n` bonds apart equals `(tanh K) ^ n`. -/
theorem ising_correlation (K : ℝ) (n : ℕ) :
    trace (spinZ * (isingE K ^ n * (spinZ * isingP))) - trace (spinZ * isingP) ^ 2
      = Real.tanh K ^ n := by
  have hP : isingP * (spinZ * isingP) = 0 := by
    ext i j
    fin_cases i <;> fin_cases j <;>
      norm_num [isingP, spinZ, Matrix.mul_apply, Fin.sum_univ_two]
  have hQ : isingQ * (spinZ * isingP) = spinZ * isingP := by
    ext i j
    fin_cases i <;> fin_cases j <;>
      norm_num [isingP, isingQ, spinZ, Matrix.mul_apply, Fin.sum_univ_two]
  -- a spin flips the symmetric vector into the antisymmetric one
  have hE : isingE K * (spinZ * isingP) = Real.tanh K • (spinZ * isingP) := by
    rw [(ising_witness K).1, Matrix.add_mul, Matrix.smul_mul, hP, hQ, zero_add]
  have hpow : isingE K ^ n * (spinZ * isingP) = Real.tanh K ^ n • (spinZ * isingP) := by
    induction n with
    | zero => simp
    | succ k ih =>
      rw [pow_succ, Matrix.mul_assoc, hE, Matrix.mul_smul, ih, smul_smul, pow_succ,
        mul_comm]
  have t0 : trace (spinZ * isingP) = 0 := by
    norm_num [Matrix.trace_fin_two, isingP, spinZ, Matrix.mul_apply, Fin.sum_univ_two]
  have t1 : trace (spinZ * (spinZ * isingP)) = 1 := by
    norm_num [Matrix.trace_fin_two, isingP, spinZ, Matrix.mul_apply, Fin.sum_univ_two]
  rw [hpow, Matrix.mul_smul, Matrix.trace_smul, t0, t1, smul_eq_mul]
  ring

end

end TransferMatrixDecay
```

```lean
#print axioms TransferMatrixDecay.connected_exp_decay
#print axioms TransferMatrixDecay.chain_correlation_le
#print axioms TransferMatrixDecay.ising_correlation
```

```
'TransferMatrixDecay.connected_exp_decay' depends on axioms: [propext, Classical.choice, Quot.sound]
'TransferMatrixDecay.chain_correlation_le' depends on axioms: [propext, Classical.choice, Quot.sound]
'TransferMatrixDecay.ising_correlation' depends on axioms: [propext, Classical.choice, Quot.sound]
```
